# Every complex matrix representation of a finite group can be made unitary by a change of basis

Crystal programs often store point-group rotations as integer matrices that act on coordinates along the lattice vectors. A symmetry matrix can be inverted by taking its conjugate transpose only when it is unitary. In an oblique basis these matrices need not be unitary. For a finite group and finite matrices, one change of basis always repairs all of them together.

Let G be a finite group and D a representation: an invertible complex matrix D(g) for each g, with D(gh) = D(g)D(h). The matrices act on column vectors, and ᴴ denotes the conjugate transpose. The goal is an invertible S, independent of g, for which every S D(g) S⁻¹ is unitary.

In Lean, the basis labels form an arbitrary finite type `n`. An invertible matrix is an element of `(Matrix n n ℂ)ˣ`, whose underlying matrix is obtained with `.val`, and the type `G →* (Matrix n n ℂ)ˣ` contains the multiplication rule for D. Infinite groups, such as a space group with all its translations, are not covered, and neither are infinite-dimensional spaces, antiunitary operations or representations up to a phase.

```lean
import Mathlib

open Matrix
open scoped ComplexOrder

namespace UnitaryRepresentations

noncomputable section

variable {G n : Type*} [Group G] [Fintype G] [Fintype n] [DecidableEq n]
```

## A metric averaged over the group

A unitary matrix preserves the ordinary inner product xᴴy. The given matrices may not do so, but they all preserve an inner product xᴴMy whose metric M is a sum over the group:

M = Σ_g D(g)ᴴ D(g).

Dividing by the number of group elements would make this a true average. The definition omits that positive factor, which has no effect on unitarity.

```lean
/-- The group-averaged metric of a representation: the sum of `D(g)ᴴ D(g)` over the group. -/
def averagedMetric (D : G →* (Matrix n n ℂ)ˣ) : Matrix n n ℂ :=
  ∑ g, ((D g).val)ᴴ * (D g).val
```

To see that M is preserved, take any h in G and move D(h) inside the sum:

D(h)ᴴ M D(h) = Σ_g (D(g)D(h))ᴴ (D(g)D(h)) = Σ_g D(gh)ᴴ D(gh) = M.

The last equality holds because gh runs through the whole group once as g does. In the proof, `Finset.mul_sum` and `Finset.sum_mul` move the factors inside, and `Equiv.mulRight h` supplies the relabelling g ↦ gh.

```lean
/-- Every symmetry matrix of the representation preserves the group-averaged metric. -/
theorem averagedMetric_invariant (D : G →* (Matrix n n ℂ)ˣ) (h : G) :
    ((D h).val)ᴴ * averagedMetric D * (D h).val = averagedMetric D := by
  unfold averagedMetric
  rw [Finset.mul_sum, Finset.sum_mul]
  -- right multiplication by `h` only permutes the terms
  exact Fintype.sum_equiv (Equiv.mulRight h) _ _ (fun g => by
    simp only [Equiv.coe_mulRight, map_mul, Units.val_mul, Matrix.conjTranspose_mul,
      Matrix.mul_assoc])
```

A metric must also give every nonzero vector a positive squared length. The identity element contributes the unit matrix, so

xᴴMx = xᴴx + Σ_{g≠1} (D(g)x)ᴴ(D(g)x) ≥ xᴴx > 0 for x ≠ 0.

Each term of M is Hermitian, so M is too. `PosDef` states both properties. The proof separates the identity term with `Finset.add_sum_erase`, then adds a positive definite matrix to a positive semidefinite one.

```lean
/-- The group-averaged metric is positive definite. -/
theorem averagedMetric_posDef (D : G →* (Matrix n n ℂ)ˣ) : (averagedMetric D).PosDef := by
  classical
  -- split off the identity element, which contributes the unit matrix
  have h := Finset.add_sum_erase Finset.univ
    (fun g : G => ((D g).val)ᴴ * (D g).val) (Finset.mem_univ 1)
  unfold averagedMetric
  rw [← h]
  refine Matrix.PosDef.add_posSemidef ?_ ?_
  · simpa using (Matrix.PosDef.one : (1 : Matrix n n ℂ).PosDef)
  · exact Matrix.posSemidef_sum _ (fun g _ => Matrix.posSemidef_conjTranspose_mul_self _)
```

## From the metric to a frame

Since M is Hermitian, it has the form M = UΛUᴴ, with U unitary and Λ diagonal. Its eigenvalues λᵢ are positive. Let R be the diagonal matrix with entries √λᵢ, and set

S = R Uᴴ.

Then Rᴴ = R and R² = Λ, which gives

SᴴS = U R R Uᴴ = UΛUᴴ = M.

Moreover (M⁻¹Sᴴ)S = M⁻¹M = 1, so S has a left inverse, which for a square matrix is a two-sided inverse.

The proof follows this construction. `hR` and `hRR` are the two facts about R, `hB` is the factorisation, and `hinv` is the left inverse. The last line packages S with its inverse as an invertible matrix.

```lean
/-- A positive definite metric `M` can be written as `Sᴴ S` with an invertible matrix `S`. -/
theorem exists_frame_of_metric {M : Matrix n n ℂ} (hM : M.PosDef) :
    ∃ S : (Matrix n n ℂ)ˣ, (S.val)ᴴ * S.val = M := by
  have hH := hM.isHermitian
  have hs := hH.spectral_theorem
  rw [Unitary.conjStarAlgAut_apply] at hs
  let U : Matrix n n ℂ := hH.eigenvectorUnitary
  let R : Matrix n n ℂ := diagonal (fun i => ((Real.sqrt (hH.eigenvalues i) : ℝ) : ℂ))
  have hR : Rᴴ = R := by
    simp only [R, Matrix.diagonal_conjTranspose]
    congr 1
    funext i
    exact Complex.conj_ofReal _
  have hRR : R * R = diagonal (RCLike.ofReal ∘ hH.eigenvalues) := by
    simp only [R, Matrix.diagonal_mul_diagonal]
    congr 1
    funext i
    rw [← Complex.ofReal_mul, Real.mul_self_sqrt (hM.eigenvalues_pos i).le]
    rfl
  -- the frame is the diagonal matrix of square roots of the eigenvalues times the conjugate
  -- transpose of the eigenvector matrix
  have hB : (R * Uᴴ)ᴴ * (R * Uᴴ) = M := by
    calc (R * Uᴴ)ᴴ * (R * Uᴴ) = U * (R * R) * Uᴴ := by
          rw [Matrix.conjTranspose_mul, Matrix.conjTranspose_conjTranspose, hR]
          simp only [Matrix.mul_assoc]
      _ = M := by
          rw [hRR]
          exact hs.symm
  have hinv : (M⁻¹ * (R * Uᴴ)ᴴ) * (R * Uᴴ) = 1 := by
    rw [Matrix.mul_assoc, hB]
    exact Matrix.nonsing_inv_mul _ ((Matrix.isUnit_iff_isUnit_det _).mp hM.isUnit)
  exact ⟨⟨R * Uᴴ, M⁻¹ * (R * Uᴴ)ᴴ, mul_eq_one_comm.mp hinv, hinv⟩, hB⟩
```

The new coordinates are x′ = Sx, and a matrix A becomes V = S A S⁻¹. From VS = SA it follows that

Sᴴ(VᴴV)S = (VS)ᴴ(VS) = (SA)ᴴ(SA) = Aᴴ(SᴴS)A.

If V is unitary, the left side is SᴴS, so A preserves the metric SᴴS. Conversely, if A preserves that metric, then Sᴴ(VᴴV)S = SᴴS, and cancelling the invertible factors Sᴴ and S leaves VᴴV = 1.

In Lean, `hV` is the relation VS = SA and `key` is the displayed identity. The two bullets after `constructor` are the two directions.

```lean
/-- A matrix `A` becomes unitary after the change of basis `S` exactly when it preserves
the metric `Sᴴ S`. -/
theorem unitary_iff_preserves_metric (S : (Matrix n n ℂ)ˣ) (A : Matrix n n ℂ) :
    S.val * A * (S⁻¹).val ∈ Matrix.unitaryGroup n ℂ ↔
      Aᴴ * ((S.val)ᴴ * S.val) * A = (S.val)ᴴ * S.val := by
  rw [Matrix.mem_unitaryGroup_iff', Matrix.star_eq_conjTranspose]
  have hV : S.val * A * (S⁻¹).val * S.val = S.val * A := by
    rw [Matrix.mul_assoc, Units.inv_mul, Matrix.mul_one]
  generalize S.val * A * (S⁻¹).val = V at hV ⊢
  have key : (S.val)ᴴ * (Vᴴ * V) * S.val = Aᴴ * ((S.val)ᴴ * S.val) * A := by
    calc (S.val)ᴴ * (Vᴴ * V) * S.val = (V * S.val)ᴴ * (V * S.val) := by
          simp only [Matrix.conjTranspose_mul, Matrix.mul_assoc]
      _ = Aᴴ * ((S.val)ᴴ * S.val) * A := by
          rw [hV]
          simp only [Matrix.conjTranspose_mul, Matrix.mul_assoc]
  rw [← key]
  constructor
  · intro h
    rw [h, Matrix.mul_one]
  · intro h
    -- cancel the invertible factors on both sides
    have h1 : (S.val)ᴴ * (Vᴴ * V) = (S.val)ᴴ * 1 := by
      rw [Matrix.mul_one]
      exact S.isUnit.mul_right_cancel h
    exact S.isUnit.star.mul_left_cancel h1
```

## All the symmetry matrices together

Choose S with SᴴS = M. Every D(g) preserves M, so every S D(g) S⁻¹ is unitary. The order of the quantifiers in the theorem matters: `∃ S` comes before `∀ g`, so the same S serves the whole group.

```lean
/-- For every representation of a finite group by invertible complex matrices, a single
change of basis makes all the symmetry matrices unitary. -/
theorem exists_simultaneous_unitary (D : G →* (Matrix n n ℂ)ˣ) :
    ∃ S : (Matrix n n ℂ)ˣ, ∀ g,
      S.val * (D g).val * (S⁻¹).val ∈ Matrix.unitaryGroup n ℂ := by
  obtain ⟨S, hS⟩ := exists_frame_of_metric (averagedMetric_posDef D)
  refine ⟨S, fun g => ?_⟩
  rw [unitary_iff_preserves_metric, hS]
  exact averagedMetric_invariant D g
```

In a numerical calculation, one can add up M, compute a Cholesky factorisation M = LLᴴ, take S = Lᴴ, and replace each D(g) by S D(g) S⁻¹. In exact arithmetic each transformed matrix V satisfies VᴴV = 1, so a deviation reveals errors in the input matrices or in the calculation, although an error that leaves V unitary goes unseen. For rotations of a known lattice, the averaging is unnecessary: the matrix whose columns are the Cartesian lattice vectors already serves as S.

The result also gives a rule for the characters χ(g) = tr D(g) of a finite group. Let V = S D(g) S⁻¹ be the unitary form of D(g). The trace is unchanged by the change of basis, and V⁻¹ = Vᴴ, so

χ(g⁻¹) = tr V⁻¹ = tr Vᴴ = conj(tr V) = conj χ(g).

For example, an irreducible representation with character χᵢ occurs (1/|G|) Σ_g χᵢ(g⁻¹) χ(g) times in a representation with character χ, where |G| is the number of group elements. When molecular orbitals in a finite basis are classified under a finite point group, the rule allows χᵢ(g⁻¹) to be replaced by the complex conjugate of the tabulated χᵢ(g). In the proof, `htr` is the invariance of the trace, `hWV` says that the transformed matrices of g⁻¹ and g are inverse to each other, and `hW` identifies the first with the conjugate transpose of the second.

```lean
/-- The character of an inverse group element is the complex conjugate of the character
of the element. -/
theorem character_inv (D : G →* (Matrix n n ℂ)ˣ) (g : G) :
    ((D g⁻¹).val).trace = star ((D g).val).trace := by
  obtain ⟨S, hS⟩ := exists_simultaneous_unitary D
  have htr : ∀ X : Matrix n n ℂ, (S.val * X * (S⁻¹).val).trace = X.trace := by
    intro X
    rw [Matrix.trace_mul_cycle, Units.inv_mul, Matrix.one_mul]
  have hu : (S * D g⁻¹ * S⁻¹) * (S * D g * S⁻¹) = 1 := by
    rw [map_inv]
    group
  have hWV : (S.val * (D g⁻¹).val * (S⁻¹).val) * (S.val * (D g).val * (S⁻¹).val) = 1 := by
    simpa only [Units.val_mul, Units.val_one] using congrArg Units.val hu
  -- in the unitary basis the inverse is the conjugate transpose
  have hW := left_inv_eq_right_inv hWV (Matrix.mem_unitaryGroup_iff.mp (hS g))
  rw [← htr (D g⁻¹).val, hW, Matrix.star_eq_conjTranspose, Matrix.trace_conjTranspose, htr]
```

## The threefold rotation of a hexagonal lattice

Take two lattice vectors of unit length at 120° to each other. A rotation by 120° sends a₁ to a₂ and a₂ to −a₁ − a₂. The columns of its matrix are the coordinates of these images. With semicolons between rows,

A = [0, −1; 1, −1].

```lean
/-- The threefold rotation in a hexagonal lattice basis: `a₁ ↦ a₂`, `a₂ ↦ -a₁ - a₂`. -/
def hexRotation : Matrix (Fin 2) (Fin 2) ℂ := !![0, -1; 1, -1]
```

The frame F has the Cartesian components of a₁ and a₂ as its columns:

F = [1, −1/2; 0, √3/2].

```lean
/-- The hexagonal lattice vectors, at 120° to each other, as columns in Cartesian axes. -/
def hexFrame : Matrix (Fin 2) (Fin 2) ℂ := !![1, -1 / 2; 0, (Real.sqrt 3 : ℂ) / 2]
```

In Cartesian axes the same rotation is

C = [−1/2, −√3/2; √3/2, −1/2].

```lean
/-- The rotation by 120° in Cartesian axes. -/
def cartesianRotation : Matrix (Fin 2) (Fin 2) ℂ :=
  !![-1 / 2, -(Real.sqrt 3 : ℂ) / 2; (Real.sqrt 3 : ℂ) / 2, -1 / 2]
```

Multiplication gives A² = [−1, 1; −1, 0] and A³ = 1. The lower right entry of AAᴴ is 1 + 1 = 2, so A is not unitary. The determinant of F is √3/2, so F is invertible, and

FA = [−1/2, −1/2; √3/2, −√3/2] = CF.

Hence FAF⁻¹ = C, which is unitary. The theorem states these facts as five joined claims, with the change of basis in the form FA = CF. The proof compares matrices entry by entry, using (√3)² = 3 from `h3`.

```lean
/-- In the oblique hexagonal basis the threefold rotation has cube one and is not unitary;
the invertible hexagonal frame carries it to the unitary Cartesian rotation. -/
theorem hexRotation_witness :
    hexRotation ^ 3 = 1 ∧ hexRotation ∉ Matrix.unitaryGroup (Fin 2) ℂ ∧
      hexFrame.det ≠ 0 ∧ hexFrame * hexRotation = cartesianRotation * hexFrame ∧
      cartesianRotation ∈ Matrix.unitaryGroup (Fin 2) ℂ := by
  have h3 : (Real.sqrt 3 : ℂ) ^ 2 = 3 := by
    rw [← Complex.ofReal_pow, Real.sq_sqrt (by norm_num)]
    norm_num
  refine ⟨?_, ?_, ?_, ?_, ?_⟩
  · ext i j
    fin_cases i <;> fin_cases j <;>
      simp [hexRotation, pow_succ, Matrix.mul_apply, Fin.sum_univ_two]
  · intro h
    have h1 := congrFun (congrFun (Matrix.mem_unitaryGroup_iff.mp h) 1) 1
    simp [hexRotation, Matrix.mul_apply, Fin.sum_univ_two] at h1
  · simp [hexFrame, Matrix.det_fin_two]
  · ext i j
    fin_cases i <;> fin_cases j <;>
      simp [hexFrame, hexRotation, cartesianRotation, Matrix.mul_apply, Fin.sum_univ_two] <;>
      grind
  · have h2 : (starRingEnd ℂ) 2 = 2 := Complex.ext (by simp) (by simp)
    rw [Matrix.mem_unitaryGroup_iff]
    ext i j
    fin_cases i <;> fin_cases j <;>
      simp [cartesianRotation, Matrix.mul_apply, Fin.sum_univ_two] <;>
      grind
```

The general construction can be followed by hand for the group {1, A, A²}:

AᴴA = [1, −1; −1, 2]
(A²)ᴴA² = [2, −1; −1, 1]
M = 1 + AᴴA + (A²)ᴴA² = [4, −2; −2, 4] = 4FᴴF.

The group sum therefore recovers the hexagonal metric up to a factor of 4, and S = 2F is a valid choice. The eigenvalues of M are 2 and 6, with normalised eigenvectors (1, 1)/√2 and (1, −1)/√2, so the spectral construction gives S = [1, 1; √3, −√3]. This S differs from 2F, but it also satisfies SᴴS = M.

## A shear that no basis makes unitary

The shear T = [1, 1; 0, 1] has powers Tᵏ = [1, k; 0, 1], which are all different, so it generates an infinite group. Suppose that some S made T unitary. Then T would preserve M = SᴴS. With indices starting at 0, as in Lean, the (0, 1) entry of TᴴMT = M reads

M₀₀ + M₀₁ = M₀₁,

so M₀₀ = 0. But M₀₀ = Σᵢ |Sᵢ₀|², so column 0 of S vanishes, which is impossible for an invertible matrix. Finiteness of the group therefore cannot simply be deleted from the hypotheses.

In the proof, `key` extracts M₀₀ = 0, `hcol` gives the vanishing column, and the (0, 0) entry of S⁻¹S = 1 supplies the contradiction.

```lean
/-- No change of basis makes the shear with rows `(1, 1)` and `(0, 1)` unitary. -/
theorem shear_not_unitarizable (S : (Matrix (Fin 2) (Fin 2) ℂ)ˣ) :
    S.val * !![1, 1; 0, 1] * (S⁻¹).val ∉ Matrix.unitaryGroup (Fin 2) ℂ := by
  intro h
  rw [unitary_iff_preserves_metric] at h
  -- a metric preserved by the shear gives the first basis vector length zero
  have key : ∀ M : Matrix (Fin 2) (Fin 2) ℂ,
      (!![1, 1; 0, 1] : Matrix (Fin 2) (Fin 2) ℂ)ᴴ * M * !![1, 1; 0, 1] = M → M 0 0 = 0 := by
    intro M hM
    have h01 := congrFun (congrFun hM 0) 1
    simpa [Matrix.mul_apply, Fin.sum_univ_two] using h01
  have h00 : star (fun i => S.val i 0) ⬝ᵥ (fun i => S.val i 0) = 0 := key _ h
  have hcol : ∀ i, S.val i 0 = 0 := congrFun (dotProduct_star_self_eq_zero.mp h00)
  have h1 := congrFun (congrFun S.inv_mul 0) 0
  rw [Matrix.mul_apply] at h1
  simp [hcol] at h1

end

end UnitaryRepresentations
```

```lean
#print axioms UnitaryRepresentations.exists_simultaneous_unitary
#print axioms UnitaryRepresentations.character_inv
#print axioms UnitaryRepresentations.shear_not_unitarizable
```

```
'UnitaryRepresentations.exists_simultaneous_unitary' depends on axioms: [propext, Classical.choice, Quot.sound]
'UnitaryRepresentations.character_inv' depends on axioms: [propext, Classical.choice, Quot.sound]
'UnitaryRepresentations.shear_not_unitarizable' depends on axioms: [propext, Classical.choice, Quot.sound]
```
